# Two-sided exponential bounds on the mean-field gap for a logarithmic van Hove density of states

The half-filled square lattice with nearest-neighbour hopping has a logarithmic van Hove singularity in its density of states. If only the leading logarithm is kept in the zero-temperature mean-field gap equation for antiferromagnetic order, the gap comes out proportional to $\exp(-2\pi\sqrt{t/U})$, where $t$ is the hopping and $U$ the on-site repulsion. The neglected terms affect the prefactor, because an error in the logarithm of the gap becomes a factor in the gap itself. The theorems below confine that factor for a model whose density of states is purely logarithmic up to an energy cutoff $W$: a solution $D$ of its gap equation with $0<D<W$ lies between $We^{-2\pi\sqrt{t/U}}$ and $e^2$ times that value. This gives a check on numerical solutions of the model; corrections from the full density of states of the lattice are not covered.

```lean
import Mathlib

open Real MeasureTheory

namespace VanHoveGap

noncomputable section
```

These lines load the mathematical library Mathlib and open a namespace for the definitions.

```lean
/-- The integrand `ln(W/e)/√(e² + D²)` of the gap integral, for energy `e > 0`, cutoff `W > 0`
and gap `D > 0`. -/
def kernel (W D e : ℝ) : ℝ := Real.log (W / e) / √(e ^ 2 + D ^ 2)
```

This is the integrand $k(e)=\ln(W/e)/\sqrt{e^2+D^2}$. The annotation `(W D e : ℝ)` makes all three arguments real numbers; their signs are fixed later, by hypotheses of the theorems.

```lean
/-- The van Hove gap integral, taken over energies from `0` to the cutoff `W`. -/
def gapIntegral (W D : ℝ) : ℝ := ∫ e in (0 : ℝ)..W, kernel W D e
```

The gap integral is $I=\int_0^W k(e)\,de$.

```lean
/-- The logarithmic density of states `ln(W/e)/(2π²t)` at energy `e > 0` from the van Hove
point, for hopping `t > 0` and cutoff `W > 0`. -/
def vanHoveDOS (t W e : ℝ) : ℝ := Real.log (W / e) / (2 * π ^ 2 * t)
```

The density of states is $\rho(e)=\ln(W/e)/(2\pi^2t)$. Its prefactor is the strength of the singularity, per site and spin, for nearest-neighbour hopping on the square lattice. The logarithmic form holds there only near the singularity; the model uses it all the way to $W$. The cutoff is left free: the symmetric band from $-W$ to $W$ holds $W/(\pi^2t)$ states per site and spin, which is one only for $W=\pi^2t$.

```lean
/-- The mean-field gap equation `U ∫ ρ(e)/√(e² + D²) de = 1` with the van Hove density of
states `ρ`. -/
def GapEquation (t U W D : ℝ) : Prop :=
  U * ∫ e in (0 : ℝ)..W, vanHoveDOS t W e / √(e ^ 2 + D ^ 2) = 1
```

A `Prop` is a statement, here $U\int_0^W\rho(e)/\sqrt{e^2+D^2}\,de=1$. It describes, at zero temperature, a half-filled, symmetric band with staggered magnetisation and quasiparticle energies $\pm\sqrt{e^2+D^2}$, so $D$ is half the full spectral gap. The equation is assumed, not derived from a Hamiltonian.

```lean
/-- For `W > 0` and `D > 0` the integrand is integrable on every energy window `[a, b]` with `0 ≤
a`. -/
theorem kernel_integrable {W D a b : ℝ} (hW : 0 < W) (hD : 0 < D) (ha : 0 ≤ a) (hab : a ≤ b) :
    IntervalIntegrable (kernel W D) volume a b := by
  have hc : Continuous fun e : ℝ => (√(e ^ 2 + D ^ 2))⁻¹ :=
    Continuous.inv₀ (by fun_prop) (fun e => (Real.sqrt_pos.2 (by positivity)).ne')
  have h1 : IntervalIntegrable (fun e => Real.log W - Real.log e) volume a b :=
    intervalIntegrable_const.sub intervalIntegral.intervalIntegrable_log'
  have h2 := h1.mul_continuousOn hc.continuousOn
  rw [intervalIntegrable_iff_integrableOn_Ioc_of_le hab] at h2 ⊢
  refine h2.congr_fun (fun e he => ?_) measurableSet_Ioc
  have he0 : 0 < e := lt_of_le_of_lt ha he.1
  show (Real.log W - Real.log e) * (√(e ^ 2 + D ^ 2))⁻¹ = Real.log (W / e) / √(e ^ 2 + D ^ 2)
  rw [Real.log_div hW.ne' he0.ne', div_eq_mul_inv]
```

The integrand diverges at $e=0$, but only logarithmically. Since $\ln W-\ln e$ is integrable and $1/\sqrt{e^2+D^2}$ is continuous, their product is integrable. This matters because Lean assigns the value 0 to the integral of a non-integrable function.

```lean
/-- For `0 < D < W`, energies from `0` to `D` contribute at most `ln(W/D) + 1` to the gap integral.
-/
theorem low_energy_le {W D : ℝ} (hD : 0 < D) (hDW : D < W) :
    ∫ e in (0 : ℝ)..D, kernel W D e ≤ Real.log (W / D) + 1 := by
  have hW : 0 < W := hD.trans hDW
  have hg : IntervalIntegrable (fun e => (Real.log W - Real.log e) / D) volume 0 D :=
    (intervalIntegrable_const.sub intervalIntegral.intervalIntegrable_log').div_const D
  calc ∫ e in (0 : ℝ)..D, kernel W D e
      ≤ ∫ e in (0 : ℝ)..D, (Real.log W - Real.log e) / D := by
        refine intervalIntegral.integral_mono_on_of_le_Ioo hD.le
          (kernel_integrable hW hD le_rfl hD.le) hg (fun e he => ?_)
        have hl : Real.log e ≤ Real.log W := Real.log_le_log he.1 (he.2.trans hDW).le
        unfold kernel
        rw [Real.log_div hW.ne' he.1.ne']
        exact div_le_div_of_nonneg_left (sub_nonneg.2 hl) hD
          ((Real.le_sqrt' hD).2 (by nlinarith [sq_nonneg e]))
    _ = Real.log (W / D) + 1 := by
        rw [intervalIntegral.integral_div, intervalIntegral.integral_sub
          intervalIntegrable_const intervalIntegral.intervalIntegrable_log',
          intervalIntegral.integral_const, integral_log, Real.log_div hW.ne' hD.ne',
          div_eq_iff hD.ne', smul_eq_mul]
        ring
```

Write $L=\ln(W/D)$. Below $D$, use $\sqrt{e^2+D^2}\ge D$:

$$\int_0^D k\,de\le\frac1D\int_0^D(\ln W-\ln e)\,de=\frac{D\ln W-D\ln D+D}{D}=L+1.$$

The `calc` block follows this line: `integral_mono_on_of_le_Ioo` turns the pointwise inequality into one between integrals, and the rest evaluates the right-hand side.

```lean
/-- For `0 < D < W`, energies from `D` to `W` contribute at most `ln(W/D)²/2` to the gap integral.
-/
theorem high_energy_le {W D : ℝ} (hD : 0 < D) (hDW : D < W) :
    ∫ e in D..W, kernel W D e ≤ Real.log (W / D) ^ 2 / 2 := by
  have hW : 0 < W := hD.trans hDW
  have hpos : ∀ e ∈ Set.uIcc D W, 0 < e := fun e he => by
    rw [Set.uIcc_of_le hDW.le] at he
    exact hD.trans_le he.1
  have hg : IntervalIntegrable (fun e => (Real.log W - Real.log e) / e) volume D W := by
    refine ContinuousOn.intervalIntegrable (fun e he => ContinuousAt.continuousWithinAt ?_)
    have h0 : e ≠ 0 := (hpos e he).ne'
    fun_prop (disch := assumption)
  have hF : ∀ e ∈ Set.uIcc D W, HasDerivAt
      (fun x => (Real.log W - Real.log x) * (Real.log W - Real.log x) / (-2))
      ((Real.log W - Real.log e) / e) e := fun e he => by
    have hl := (Real.hasDerivAt_log (hpos e he).ne').const_sub (Real.log W)
    exact ((hl.fun_mul hl).div_const (-2)).congr_deriv (by ring)
  calc ∫ e in D..W, kernel W D e ≤ ∫ e in D..W, (Real.log W - Real.log e) / e := by
        refine intervalIntegral.integral_mono_on_of_le_Ioo hDW.le
          (kernel_integrable hW hD hD.le hDW.le) hg (fun e he => ?_)
        have he0 : 0 < e := hD.trans he.1
        have hl : Real.log e ≤ Real.log W := Real.log_le_log he0 he.2.le
        unfold kernel
        rw [Real.log_div hW.ne' he0.ne']
        exact div_le_div_of_nonneg_left (sub_nonneg.2 hl) he0
          ((Real.le_sqrt' he0).2 (by nlinarith [sq_nonneg D]))
    _ = Real.log (W / D) ^ 2 / 2 := by
        rw [intervalIntegral.integral_eq_sub_of_hasDerivAt hF hg, Real.log_div hW.ne' hD.ne']
        ring
```

Above $D$, use $\sqrt{e^2+D^2}\ge e$:

$$\int_D^W k\,de\le\int_D^W\frac{\ln(W/e)}{e}\,de=\Big[-\tfrac12\ln^2(W/e)\Big]_D^W=\frac{L^2}{2}.$$

In the code, `hF` checks the antiderivative by differentiating it.

```lean
/-- For `e > 0` the integrand is at least `ln(W/e)/(e + D)` as long as `e ≤ W`. -/
theorem kernel_ge {W D e : ℝ} (hD : 0 < D) (he : 0 < e) (heW : e ≤ W) :
    (Real.log W - Real.log e) / (e + D) ≤ kernel W D e := by
  unfold kernel
  rw [Real.log_div (he.trans_le heW).ne' he.ne']
  exact div_le_div_of_nonneg_left (sub_nonneg.2 (Real.log_le_log he heW))
    (Real.sqrt_pos.2 (by positivity))
    (Real.sqrt_le_iff.2 ⟨by positivity, by nlinarith [mul_pos he hD]⟩)
```

For the lower bound, let $D>0$ as well as $e>0$. Then $(e+D)^2=e^2+D^2+2eD$ gives $\sqrt{e^2+D^2}\le e+D$. As $\ln(W/e)\ge0$ for $e\le W$, it follows that $k(e)\ge\ln(W/e)/(e+D)$.

```lean
/-- For `0 < D < W` the gap integral lies between `L²/2` and `L²/2 + L + 1`, where `L = ln(W/D)`. -/
theorem gapIntegral_bounds {W D : ℝ} (hD : 0 < D) (hDW : D < W) :
    Real.log (W / D) ^ 2 / 2 ≤ gapIntegral W D ∧
      gapIntegral W D ≤ Real.log (W / D) ^ 2 / 2 + Real.log (W / D) + 1 := by
  have hW : 0 < W := hD.trans hDW
  have i1 := kernel_integrable hW hD le_rfl hD.le
  have i2 := kernel_integrable hW hD hD.le hDW.le
  have hsplit : gapIntegral W D = (∫ e in (0 : ℝ)..D, kernel W D e) + ∫ e in D..W, kernel W D e :=
    (intervalIntegral.integral_add_adjacent_intervals i1 i2).symm
  refine ⟨?_, by linarith [low_energy_le hD hDW, high_energy_le hD hDW]⟩
  -- below the gap the logarithm is at least `L`
  have low : (Real.log W - Real.log D) * (Real.log (D + D) - Real.log D)
      ≤ ∫ e in (0 : ℝ)..D, kernel W D e := by
    have hpos : ∀ e ∈ Set.uIcc 0 D, e + D ≠ 0 := fun e he => by
      rw [Set.uIcc_of_le hD.le] at he
      linarith [he.1]
    have hg : IntervalIntegrable (fun e => (Real.log W - Real.log D) / (e + D)) volume 0 D := by
      refine ContinuousOn.intervalIntegrable (fun e he => ContinuousAt.continuousWithinAt ?_)
      have h0 := hpos e he
      fun_prop (disch := assumption)
    have hF : ∀ e ∈ Set.uIcc 0 D, HasDerivAt
        (fun x => (Real.log W - Real.log D) * Real.log (x + D))
        ((Real.log W - Real.log D) / (e + D)) e := fun e he =>
      ((((hasDerivAt_id' e).add_const D).log (hpos e he)).const_mul _).congr_deriv (by ring)
    have hm := intervalIntegral.integral_mono_on_of_le_Ioo hD.le hg i1 (fun e he => by
      refine le_trans ?_ (kernel_ge hD he.1 (he.2.trans hDW).le)
      have hl := Real.log_le_log he.1 he.2.le
      exact div_le_div_of_nonneg_right (by linarith) (by linarith [he.1]))
    rw [intervalIntegral.integral_eq_sub_of_hasDerivAt hF hg, zero_add] at hm
    linarith
  -- above the gap an explicit antiderivative bounds the integral from below
  have high : (Real.log W - Real.log D) ^ 2 / 2
      - (Real.log W - Real.log D) * (Real.log (D + D) - Real.log D)
      ≤ ∫ e in D..W, kernel W D e := by
    have hpos : ∀ e ∈ Set.uIcc D W, 0 < e := fun e he => by
      rw [Set.uIcc_of_le hDW.le] at he
      exact hD.trans_le he.1
    have hg : IntervalIntegrable (fun e => (Real.log W - Real.log e) / (e + D)
        - (Real.log (e + D) - Real.log e) / e) volume D W := by
      refine ContinuousOn.intervalIntegrable (fun e he => ContinuousAt.continuousWithinAt ?_)
      have h0 : e ≠ 0 := (hpos e he).ne'
      have h1 : e + D ≠ 0 := (add_pos (hpos e he) hD).ne'
      fun_prop (disch := assumption)
    have hF : ∀ e ∈ Set.uIcc D W, HasDerivAt
        (fun x => (Real.log W - Real.log x) * (Real.log (x + D) - Real.log D)
          + (Real.log x - Real.log D) * (Real.log x - Real.log D) / 2)
        ((Real.log W - Real.log e) / (e + D) - (Real.log (e + D) - Real.log e) / e) e :=
      fun e he => by
        have hl := Real.hasDerivAt_log (hpos e he).ne'
        have hs := (((hasDerivAt_id' e).add_const D).log
          (add_pos (hpos e he) hD).ne').sub_const (Real.log D)
        have hd := hl.sub_const (Real.log D)
        exact (((hl.const_sub (Real.log W)).fun_mul hs).fun_add
          ((hd.fun_mul hd).div_const 2)).congr_deriv (by ring)
    have hm := intervalIntegral.integral_mono_on_of_le_Ioo hDW.le hg i2 (fun e he => by
      have he0 : 0 < e := hD.trans he.1
      have hl : Real.log e ≤ Real.log (e + D) := Real.log_le_log he0 (by linarith)
      have hq := div_nonneg (sub_nonneg.2 hl) he0.le
      linarith [kernel_ge hD he0 he.2.le])
    rw [intervalIntegral.integral_eq_sub_of_hasDerivAt hF hg] at hm
    linarith
  rw [hsplit, Real.log_div hW.ne' hD.ne']
  linarith
```

The integral is split at $e=D$. Adding the two upper bounds gives $I\le L^2/2+L+1$.

For the lower bound, `low` uses $\ln(W/e)\ge L$ below $D$:

$$\int_0^D k\,de\ge\int_0^D\frac{L}{e+D}\,de=L\ln2.$$

The code writes $\ln 2$ as `Real.log (D + D) - Real.log D`. Above $D$, `high` uses the function

$$F(e)=\ln\frac We\,\ln\frac{e+D}{D}+\frac12\ln^2\frac eD,$$

$$F'(e)=\frac{\ln(W/e)}{e+D}-\frac1e\ln\frac{e+D}{e}\le k(e).$$

Hence $\int_D^W k\,de\ge F(W)-F(D)=L^2/2-L\ln2$. The $\ln2$ terms cancel in the sum, leaving $I\ge L^2/2$.

```lean
/-- The gap equation says that the gap integral equals `2π²t/U`. -/
theorem gapEquation_iff {t U W D : ℝ} (ht : 0 < t) (hU : 0 < U) :
    GapEquation t U W D ↔ gapIntegral W D = 2 * π ^ 2 * t / U := by
  have h : ∫ e in (0 : ℝ)..W, vanHoveDOS t W e / √(e ^ 2 + D ^ 2)
      = gapIntegral W D / (2 * π ^ 2 * t) := by
    unfold gapIntegral
    rw [← intervalIntegral.integral_div]
    refine intervalIntegral.integral_congr (fun e _ => ?_)
    simp only [vanHoveDOS, kernel]
    exact div_right_comm _ _ _
  have hc : 2 * π ^ 2 * t ≠ 0 := by positivity
  unfold GapEquation
  rw [h, eq_div_iff hU.ne', ← mul_div_assoc, div_eq_one_iff_eq hc, mul_comm U]
```

Here and in the theorems below, $t$ and $U$ are positive. Taking the constant out of the integral turns the gap equation into $UI/(2\pi^2t)=1$, that is, $I=2\pi^2t/U$.

```lean
/-- Every gap `D` between `0` and `W` solves the gap equation at the positive coupling
`U = 2π²t/I`, where `I` is the gap integral. -/
theorem gapEquation_witness {t W D : ℝ} (ht : 0 < t) (hD : 0 < D) (hDW : D < W) :
    0 < 2 * π ^ 2 * t / gapIntegral W D ∧
      GapEquation t (2 * π ^ 2 * t / gapIntegral W D) W D := by
  have hL : 0 < Real.log (W / D) := Real.log_pos ((one_lt_div hD).2 hDW)
  have hI : 0 < gapIntegral W D :=
    lt_of_lt_of_le (by positivity) (gapIntegral_bounds hD hDW).1
  have hU : 0 < 2 * π ^ 2 * t / gapIntegral W D := by positivity
  refine ⟨hU, (gapEquation_iff ht hU).2 ?_⟩
  rw [eq_div_iff hU.ne', mul_div_cancel₀ _ hI.ne']
```

For any $D$ between 0 and $W$, $I\ge L^2/2>0$, so $U=2\pi^2t/I$ is a positive coupling at which $D$ solves the equation. The theorem does not say that every given $U$ has a solution, or only one.

```lean
/-- A solution `D` of the gap equation with `0 < D < W` obeys `L ≤ 2π√(t/U)` and `(L + 1)² ≥ 4π²t/U
- 1`, where `L = ln(W/D)`. -/
theorem log_gap_bounds {t U W D : ℝ} (ht : 0 < t) (hU : 0 < U) (hD : 0 < D) (hDW : D < W)
    (hgap : GapEquation t U W D) :
    Real.log (W / D) ≤ 2 * π * √(t / U) ∧
      4 * π ^ 2 * t / U - 1 ≤ (Real.log (W / D) + 1) ^ 2 := by
  obtain ⟨h1, h2⟩ := gapIntegral_bounds hD hDW
  rw [(gapEquation_iff ht hU).1 hgap] at h1 h2
  have hx : (2 * π * √(t / U)) ^ 2 = 2 * (2 * π ^ 2 * t / U) := by
    rw [mul_pow, Real.sq_sqrt (by positivity)]
    ring
  have hx0 : 0 ≤ 2 * π * √(t / U) := by positivity
  have h4 : 4 * π ^ 2 * t / U = 2 * (2 * π ^ 2 * t / U) := by ring
  refine ⟨?_, by rw [h4]; linarith⟩
  by_contra hlt
  have hlt' := not_le.1 hlt
  nlinarith
```

Set $x=2\pi\sqrt{t/U}$, so that $I=x^2/2$. The bounds on $I$ become

$$L^2\le x^2\le L^2+2L+2=(L+1)^2+1.$$

The right half is the second claim. The left half gives $L\le x$, since $x\ge0$; Lean argues by contradiction and leaves the algebra to `nlinarith`.

```lean
/-- A solution `D` of the gap equation with `0 < D < W` lies between `W exp(-2π√(t/U))` and `W exp(2
- 2π√(t/U))`. -/
theorem gap_exponential {t U W D : ℝ} (ht : 0 < t) (hU : 0 < U) (hD : 0 < D) (hDW : D < W)
    (hgap : GapEquation t U W D) :
    W * Real.exp (-(2 * π * √(t / U))) ≤ D ∧ D ≤ W * Real.exp (2 - 2 * π * √(t / U)) := by
  have hW : 0 < W := hD.trans hDW
  obtain ⟨h1, h2⟩ := log_gap_bounds ht hU hD hDW hgap
  have hL : 0 < Real.log (W / D) := Real.log_pos ((one_lt_div hD).2 hDW)
  have hx : (2 * π * √(t / U)) ^ 2 = 4 * π ^ 2 * t / U := by
    rw [mul_pow, Real.sq_sqrt (by positivity)]
    ring
  -- the quadratic bound gives `2π√(t/U) ≤ L + 2`
  have h3 : 2 * π * √(t / U) ≤ Real.log (W / D) + 2 := by
    by_contra hlt
    have hlt' := not_le.1 hlt
    nlinarith
  have hDexp : W * Real.exp (-Real.log (W / D)) = D := by
    rw [Real.exp_neg, Real.exp_log (div_pos hW hD), inv_div, mul_div_cancel₀ _ hW.ne']
  constructor
  · calc W * Real.exp (-(2 * π * √(t / U))) ≤ W * Real.exp (-Real.log (W / D)) :=
          mul_le_mul_of_nonneg_left (Real.exp_le_exp.2 (by linarith)) hW.le
      _ = D := hDexp
  · calc D = W * Real.exp (-Real.log (W / D)) := hDexp.symm
      _ ≤ W * Real.exp (2 - 2 * π * √(t / U)) :=
          mul_le_mul_of_nonneg_left (Real.exp_le_exp.2 (by linarith)) hW.le

end

end VanHoveGap
```

If $x>L+2$, then $x^2>L^2+4L+4>L^2+2L+2$, because $L>0$. This contradicts the previous bound, so $x-2\le L\le x$. Exponentiating with $D=We^{-L}$ gives

$$We^{-x}\le D\le We^{2-x}.$$

The upper bound improves on the assumed $D<W$ only when $x>2$, that is, for $U<\pi^2t$.

```lean
#print axioms VanHoveGap.gap_exponential
-- 'VanHoveGap.gap_exponential' depends on axioms: [propext, Classical.choice, Quot.sound]
```
